# Plane harmonic polynomials of degree below N average to their central value over a regular N-gon

Sample the potential x² − y² at the two points (1, 0) and (−1, 0). The average is 1, but the value at the midpoint is 0, even though the potential satisfies Laplace's equation. Averaging a harmonic function over a whole circle returns the value at the centre; averaging over a few points on the circle may not. For a harmonic polynomial and equally spaced points, a degree below the number of points is enough to guarantee that the average equals the central value.

Let p be a complex polynomial in x and y with ∂²p/∂x² + ∂²p/∂y² = 0 and total degree below N. Let c be any centre and ρ the vector from c to a vertex, both written as complex numbers. With ω = exp(2πi/N), the vertices are v_k = c + ρω^k for k = 0, …, N−1, and the claim is

(1/N) Σ_k p(v_k) = p(c).

Three points therefore suffice for x² − y². In the plane, z^m and its conjugate carry angular momentum ±m about the origin, so for harmonic polynomials of degree below N, sampling on an N-gon centred there mixes no nonzero angular momentum into the average.

## Derivation in the coordinates z and z̄

Put z = x + iy and z̄ = x − iy, so that

x = (z + z̄)/2,  y = −i(z − z̄)/2.

Let q(z, z̄) be p in these coordinates. The chain rule gives

∂q/∂z = ½ ∂p/∂x − (i/2) ∂p/∂y,
∂q/∂z̄ = ½ ∂p/∂x + (i/2) ∂p/∂y.

Applying both, the cross terms cancel and

∂²q/∂z̄∂z = ¼ (∂²p/∂x² + ∂²p/∂y²) = 0.

Write q as a sum of terms a(m₀, m₁) z^m₀ z̄^m₁. If m₀ and m₁ are both positive, the mixed derivative contains z^(m₀−1) z̄^(m₁−1) with coefficient m₀ m₁ a(m₀, m₁), so a(m₀, m₁) = 0. Only pure powers of z or of z̄ remain. Their exponents are below N, because a linear substitution does not raise the degree.

For m < N, the binomial theorem gives

Σ_k v_k^m = Σ_j (m choose j) c^(m−j) ρ^j Σ_k ω^(jk),  j = 0, …, m.

The term j = 0 contributes N c^m. For 0 < j ≤ m < N we have ω^j ≠ 1, while

(1 − ω^j) Σ_k ω^(jk) = 1 − ω^(jN) = 0,

so the inner sum vanishes. Hence v_k^m averages to c^m, and by conjugation the powers of z̄ behave likewise. Adding the terms of q proves the claim.

Degree N is too high. The polynomial

Re (x + iy)^N = ½[(x + iy)^N + (x − iy)^N]

is harmonic, since the y-derivative of each power is ±i times its x-derivative, and (±i)² = −1. For c = 0 every vertex satisfies v_k^N = ρ^N, so the average is Re ρ^N. At ρ = 1 this is 1, whereas for N ≥ 1 the central value is 0.

## Polynomials, points and polygons in Lean

```lean
import Mathlib

open MvPolynomial Complex ComplexConjugate

namespace DiscreteMeanValue

noncomputable section
```

A polynomial is an `MvPolynomial (Fin 2) ℂ`, with `X 0` for x and `X 1` for y. Real potentials are included as the case of real coefficients. The Laplacian uses formal partial derivatives `pderiv`.

```lean
/-- The Laplacian of a complex polynomial in the plane coordinates x and y. -/
def laplacian (p : MvPolynomial (Fin 2) ℂ) : MvPolynomial (Fin 2) ℂ :=
  pderiv 0 (pderiv 0 p) + pderiv 1 (pderiv 1 p)
```

A point of the plane is a complex number, and evaluation uses its real and imaginary parts.

```lean
/-- The value of a polynomial at the point x + iy of the plane. -/
def valueAt (p : MvPolynomial (Fin 2) ℂ) (z : ℂ) : ℂ :=
  eval ![(z.re : ℂ), (z.im : ℂ)] p
```

The complex number `ρ` fixes both the size and the orientation of the polygon. For N = 1 the polygon is a single point, for N = 2 an opposite pair, and `ρ = 0` puts every vertex at the centre.

```lean
/-- Vertex k of the regular N-gon with centre c, where ρ points from the centre to vertex 0. -/
def vertex (N : ℕ) (c ρ : ℂ) (k : ℕ) : ℂ := c + ρ * exp (2 * Real.pi * I / N) ^ k

/-- The average of a polynomial over the vertices of a regular N-gon. -/
def polygonAverage (N : ℕ) (p : MvPolynomial (Fin 2) ℂ) (c ρ : ℂ) : ℂ :=
  (∑ k ∈ Finset.range N, valueAt p (vertex N c ρ k)) / N
```

After the substitution `toZ`, the variables `X 0` and `X 1` stand for z and z̄, treated as independent.

```lean
/-- The coordinates x and y written as polynomials in z = x + iy and its conjugate. -/
def coordZ : Fin 2 → MvPolynomial (Fin 2) ℂ :=
  ![C (1 / 2) * (X 0 + X 1), C (-I / 2) * (X 0 - X 1)]

/-- Rewrites a polynomial in x and y as a polynomial in z and its conjugate. -/
def toZ : MvPolynomial (Fin 2) ℂ →ₐ[ℂ] MvPolynomial (Fin 2) ℂ := aeval coordZ
```

The polynomial for the counterexample is written without a real-part operation.

```lean
/-- The polynomial Re (x + iy)^N. -/
def rePower (N : ℕ) : MvPolynomial (Fin 2) ℂ :=
  C (1 / 2) * ((X 0 + C I * X 1) ^ N + (X 0 + C (-I) * X 1) ^ N)
```

## The Laplacian as a mixed derivative

The first lemma reads off coefficients of a derivative. It is checked on monomials and extended by additivity.

```lean
/-- A partial derivative lowers one exponent and multiplies the coefficient by it. -/
theorem coeff_deriv (i : Fin 2) (m : Fin 2 →₀ ℕ) (p : MvPolynomial (Fin 2) ℂ) :
    coeff m (pderiv i p) = coeff (m + Finsupp.single i 1) p * ((m i : ℂ) + 1) := by
  refine MvPolynomial.induction_on' p ?_ ?_
  · intro s a
    rw [pderiv_monomial, coeff_monomial, coeff_monomial]
    by_cases h : s = m + Finsupp.single i 1
    · subst h
      simp
    · rw [if_neg h, zero_mul]
      split_ifs with h2
      · have h0 : s i = 0 := by
          by_contra h0
          apply h
          rw [← h2]
          ext j
          simp only [Finsupp.add_apply, Finsupp.tsub_apply, Finsupp.single_apply]
          split_ifs with hj
          · subst hj
            omega
          · omega
        simp [h0]
      · rfl
  · intro p q hp hq
    rw [map_add, coeff_add, coeff_add, hp, hq]
    ring
```

Comparing coefficients then shows that partial derivatives commute.

```lean
/-- The partial derivatives in the two plane directions commute. -/
theorem deriv_comm (p : MvPolynomial (Fin 2) ℂ) :
    pderiv 0 (pderiv 1 p) = pderiv 1 (pderiv 0 p) := by
  ext m
  have h1 : (m + Finsupp.single (0 : Fin 2) 1 : Fin 2 →₀ ℕ) 1 = m 1 := by simp
  have h2 : (m + Finsupp.single (1 : Fin 2) 1 : Fin 2 →₀ ℕ) 0 = m 0 := by simp
  simp only [coeff_deriv]
  rw [h1, h2, add_right_comm m]
  ring
```

In the next proof, `chain` is the pair of chain-rule formulas, obtained by induction on how a polynomial is built. Using it twice and cancelling the cross terms with `deriv_comm` leaves a quarter of the Laplacian.

```lean
/-- In the coordinates z and its conjugate, the mixed derivative is a quarter of the Laplacian. -/
theorem mixed_deriv_toZ (p : MvPolynomial (Fin 2) ℂ) :
    pderiv 1 (pderiv 0 (toZ p)) = C (1 / 4) * toZ (laplacian p) := by
  have d01 : pderiv (0 : Fin 2) (X 1 : MvPolynomial (Fin 2) ℂ) = 0 :=
    pderiv_X_of_ne (by decide)
  have d10 : pderiv (1 : Fin 2) (X 0 : MvPolynomial (Fin 2) ℂ) = 0 :=
    pderiv_X_of_ne (by decide)
  have x0 : toZ (X 0) = C (1 / 2) * (X 0 + X 1) := aeval_X _ _
  have x1 : toZ (X 1) = C (-I / 2) * (X 0 - X 1) := aeval_X _ _
  -- the chain rule for the change of coordinates
  have chain : ∀ q : MvPolynomial (Fin 2) ℂ,
      pderiv 0 (toZ q) = C (1 / 2) * toZ (pderiv 0 q) + C (-I / 2) * toZ (pderiv 1 q) ∧
      pderiv 1 (toZ q) = C (1 / 2) * toZ (pderiv 0 q) - C (-I / 2) * toZ (pderiv 1 q) := by
    intro q
    induction q using MvPolynomial.induction_on
    · rename_i a
      have ha : toZ (C a) = C a := aeval_C _ _
      constructor <;> simp only [ha, pderiv_C, map_zero] <;> ring
    · rename_i f g hf hg
      constructor <;> simp only [map_add, hf.1, hf.2, hg.1, hg.2] <;> ring
    · rename_i f n hf
      have hn : n = 0 ∨ n = 1 := by omega
      rcases hn with rfl | rfl <;> constructor <;>
        simp only [map_mul, pderiv_mul, x0, x1, map_add, map_sub, pderiv_C, pderiv_X_self,
          d01, d10, map_one, map_zero, hf.1, hf.2] <;> ring
  have h2 := fun q => (chain q).2
  have e1 : (1 / 2 : ℂ) * (1 / 2) = 1 / 4 := by norm_num
  have e2 : (-I / 2) * (-I / 2) = -(1 / 4 : ℂ) := by linear_combination (1 / 4) * I_sq
  have hh : (C (1 / 2) * C (1 / 2) : MvPolynomial (Fin 2) ℂ) = C (1 / 4) := by
    rw [← C_mul, e1]
  have hs : (C (-I / 2) * C (-I / 2) : MvPolynomial (Fin 2) ℂ) = -C (1 / 4) := by
    rw [← C_mul, e2, C_neg]
  rw [(chain p).1]
  simp only [laplacian, map_add, pderiv_mul, pderiv_C, h2, deriv_comm p]
  linear_combination toZ (pderiv 0 (pderiv 0 p)) * hh - toZ (pderiv 1 (pderiv 1 p)) * hs
```

Each entry of `coordZ` has degree at most 1, which bounds the degree of every substituted monomial.

```lean
/-- Passing to z and its conjugate does not raise the total degree. -/
theorem totalDegree_toZ (p : MvPolynomial (Fin 2) ℂ) :
    (toZ p).totalDegree ≤ p.totalDegree := by
  have hL : ∀ i, (coordZ i).totalDegree ≤ 1 := by
    refine Fin.forall_fin_two.2 ⟨?_, ?_⟩
    · refine (totalDegree_mul _ _).trans ?_
      rw [totalDegree_C, zero_add]
      exact (totalDegree_add _ _).trans (by simp [totalDegree_X])
    · refine (totalDegree_mul _ _).trans ?_
      rw [totalDegree_C, zero_add]
      exact (totalDegree_sub _ _).trans (by simp [totalDegree_X])
  have hP : ∀ i n, (coordZ i ^ n).totalDegree ≤ n := fun i n =>
    (totalDegree_pow _ _).trans ((Nat.mul_le_mul_left n (hL i)).trans_eq (mul_one n))
  unfold toZ
  rw [aeval_def, eval₂_eq']
  apply totalDegree_finsetSum_le
  intro d hd
  have h := le_totalDegree hd
  rw [Finsupp.sum_fintype _ _ (fun _ => rfl), Fin.sum_univ_two] at h
  rw [Fin.prod_univ_two, MvPolynomial.algebraMap_eq]
  refine (totalDegree_mul _ _).trans ?_
  rw [totalDegree_C, zero_add]
  exact (totalDegree_mul _ _).trans ((add_le_add (hP 0 _) (hP 1 _)).trans h)
```

Setting the two new variables to z and its conjugate recovers the original value.

```lean
/-- The rewritten polynomial, evaluated at z and its conjugate, gives the original value. -/
theorem eval_toZ (p : MvPolynomial (Fin 2) ℂ) (z : ℂ) :
    eval ![z, conj z] (toZ p) = valueAt p z := by
  have hn : ∀ n, eval ![z, conj z] (coordZ n) = ![(z.re : ℂ), (z.im : ℂ)] n := by
    refine Fin.forall_fin_two.2 ⟨?_, ?_⟩
    · have e : eval ![z, conj z] (coordZ 0) = 1 / 2 * (z + conj z) := by simp [coordZ]
      rw [e, Complex.add_conj]
      simp
    · have e : eval ![z, conj z] (coordZ 1) = -I / 2 * (z - conj z) := by simp [coordZ]
      have e' : -I / 2 * (z - conj z) = (z.im : ℂ) := by
        rw [Complex.sub_conj]
        push_cast
        linear_combination (-(z.im : ℂ)) * I_sq
      exact e.trans e'
  unfold valueAt
  induction p using MvPolynomial.induction_on
  · rename_i a
    have ha : toZ (C a) = C a := aeval_C _ _
    rw [ha, eval_C, eval_C]
  · rename_i f g hf hg
    simp only [map_add, hf, hg]
  · rename_i f n hf
    have hx : toZ (X n) = coordZ n := aeval_X _ _
    simp only [map_mul, hf, hx, hn, eval_X]
```

## Power sums over the vertices

Here `key` is the binomial expansion. After the sums are exchanged, `Finset.sum_eq_single 0` keeps the term j = 0, and the geometric sum removes the others: ω^j = 1 would require N to divide j.

```lean
/-- For m below N, the m-th powers of the vertices of a regular N-gon sum to N times the
m-th power of the centre. -/
theorem sum_vertex_pow {N m : ℕ} (hm : m < N) (c ρ : ℂ) :
    ∑ k ∈ Finset.range N, vertex N c ρ k ^ m = c ^ m * N := by
  have hω := Complex.isPrimitiveRoot_exp N (by omega)
  simp only [vertex]
  generalize exp (2 * Real.pi * I / N) = ω at hω ⊢
  have key : ∀ k : ℕ, (c + ρ * ω ^ k) ^ m =
      ∑ j ∈ Finset.range (m + 1), ρ ^ j * c ^ (m - j) * (m.choose j : ℂ) * (ω ^ j) ^ k := by
    intro k
    rw [add_comm c, add_pow]
    refine Finset.sum_congr rfl fun j _ => ?_
    ring
  simp only [key]
  rw [Finset.sum_comm, Finset.sum_eq_single 0]
  · simp [mul_comm]
  · -- a nontrivial power of the root of unity sums to zero
    intro j hj hj0
    have hjm := Finset.mem_range.1 hj
    have hne : 1 - ω ^ j ≠ 0 := by
      intro h
      have hd := hω.dvd_of_pow_eq_one j (sub_eq_zero.1 h).symm
      have := Nat.le_of_dvd (Nat.pos_of_ne_zero hj0) hd
      omega
    have hg := mul_neg_geom_sum (ω ^ j) N
    rw [← pow_mul, mul_comm j N, pow_mul, hω.pow_eq_one, one_pow, sub_self] at hg
    rw [← Finset.mul_sum, (mul_eq_zero.1 hg).resolve_left hne, mul_zero]
  · simp
```

## The average equals the central value

The theorem assumes a zero Laplacian and total degree below `N`, which already forces N ≥ 1; `c` and `ρ` are arbitrary. It covers polynomials in the plane, not general harmonic functions or higher dimensions.

In the proof, `m` is the pair of exponents, `m 0` for z and `m 1` for z̄. The step `hsum` expands p in these monomials, and `hpure` excludes mixed ones by comparing coefficients in `mixed_deriv_toZ`. The two remaining cases are `sum_vertex_pow` and its conjugate.

```lean
/-- Discrete mean value property: a harmonic polynomial of total degree below N has average over
the vertices of any regular N-gon equal to its value at the centre. -/
theorem discrete_mean_value {N : ℕ} (p : MvPolynomial (Fin 2) ℂ) (hharm : laplacian p = 0)
    (hdeg : p.totalDegree < N) (c ρ : ℂ) : polygonAverage N p c ρ = valueAt p c := by
  have hN : (N : ℂ) ≠ 0 := Nat.cast_ne_zero.2 (by omega)
  have hsum : ∀ z, valueAt p z = ∑ m ∈ (toZ p).support,
      coeff m (toZ p) * (z ^ m 0 * conj z ^ m 1) := by
    intro z
    rw [← eval_toZ, eval_eq']
    exact Finset.sum_congr rfl fun m _ => by simp [Fin.prod_univ_two]
  unfold polygonAverage
  rw [div_eq_iff hN]
  simp only [hsum]
  rw [Finset.sum_comm, Finset.sum_mul]
  refine Finset.sum_congr rfl fun m hm => ?_
  have hd := (le_totalDegree hm).trans (totalDegree_toZ p)
  rw [Finsupp.sum_fintype _ _ (fun _ => rfl), Fin.sum_univ_two] at hd
  -- harmonicity excludes monomials containing both z and its conjugate
  have hpure : m 0 = 0 ∨ m 1 = 0 := by
    by_contra hcon
    obtain ⟨h0, h1⟩ := not_or.1 hcon
    obtain ⟨m', rfl⟩ : ∃ m' : Fin 2 →₀ ℕ,
        m = m' + Finsupp.single 1 1 + Finsupp.single 0 1 := by
      refine ⟨m - Finsupp.single 1 1 - Finsupp.single 0 1, ?_⟩
      ext j
      have hj : j = 0 ∨ j = 1 := by omega
      rcases hj with rfl | rfl <;> simp <;> omega
    have h := congrArg (coeff m') (mixed_deriv_toZ p)
    rw [hharm, map_zero, mul_zero, coeff_zero, coeff_deriv, coeff_deriv] at h
    exact mul_ne_zero (mul_ne_zero (mem_support_iff.1 hm) (Nat.cast_add_one_ne_zero _))
      (Nat.cast_add_one_ne_zero _) h
  rw [← Finset.mul_sum, mul_assoc]
  congr 1
  rcases hpure with h | h
  · have hs := congrArg (fun w => conj w) (sum_vertex_pow (show m 1 < N by omega) c ρ)
    simp only [map_sum, map_pow, map_mul, map_natCast] at hs
    simp only [h, pow_zero, one_mul]
    exact hs
  · simp only [h, pow_zero, mul_one]
    exact sum_vertex_pow (by omega) c ρ
```

## Failure at degree N

The derivative relation from the derivation, with `c` now standing for ±i, gives harmonicity.

```lean
/-- The polynomial Re (x + iy)^N is harmonic. -/
theorem laplacian_rePower (N : ℕ) : laplacian (rePower N) = 0 := by
  have hpow : ∀ c : ℂ, c * c = -1 → laplacian ((X 0 + C c * X 1) ^ N) = 0 := by
    intro c hc
    have hC : (C c * C c : MvPolynomial (Fin 2) ℂ) = -1 := by
      rw [← C_mul, hc, C_neg, C_1]
    have d01 : pderiv (0 : Fin 2) (X 1 : MvPolynomial (Fin 2) ℂ) = 0 :=
      pderiv_X_of_ne (by decide)
    have d10 : pderiv (1 : Fin 2) (X 0 : MvPolynomial (Fin 2) ℂ) = 0 :=
      pderiv_X_of_ne (by decide)
    have a0 : pderiv 0 (X 0 + C c * X 1 : MvPolynomial (Fin 2) ℂ) = 1 := by
      simp [d01]
    have a1 : pderiv 1 (X 0 + C c * X 1 : MvPolynomial (Fin 2) ℂ) = C c := by
      simp [d10]
    -- the y-derivative is c times the x-derivative
    have h : ∀ n : ℕ, pderiv 1 ((X 0 + C c * X 1 : MvPolynomial (Fin 2) ℂ) ^ n) =
        C c * pderiv 0 ((X 0 + C c * X 1) ^ n) := by
      intro n
      induction n with
      | zero => simp
      | succ n ih =>
        rw [pow_succ, pderiv_mul, pderiv_mul, ih, a0, a1]
        ring
    unfold laplacian
    rw [h, pderiv_mul, pderiv_C, ← deriv_comm, h, pderiv_mul, pderiv_C]
    linear_combination pderiv 0 (pderiv 0 ((X 0 + C c * X 1) ^ N)) * hC
  have hA := hpow I I_mul_I
  have hB := hpow (-I) (by rw [neg_mul_neg, I_mul_I])
  simp only [laplacian] at hA hB
  simp only [rePower, laplacian, map_add, pderiv_mul, pderiv_C, zero_mul, zero_add]
  linear_combination C (1 / 2) * hA + C (1 / 2) * hB

/-- The value of `rePower N` at z is the real part of z^N. -/
theorem valueAt_rePower (N : ℕ) (z : ℂ) : valueAt (rePower N) z = ((z ^ N).re : ℂ) := by
  have e : valueAt (rePower N) z =
      1 / 2 * (((z.re : ℂ) + I * z.im) ^ N + ((z.re : ℂ) + -I * z.im) ^ N) := by
    simp [valueAt, rePower]
  have h1 : (z.re : ℂ) + I * z.im = z := by rw [mul_comm, re_add_im]
  have h2 : (z.re : ℂ) + -I * z.im = conj z := by apply Complex.ext <;> simp
  have h3 := Complex.add_conj (z ^ N)
  rw [map_pow, Complex.ofReal_mul, Complex.ofReal_ofNat] at h3
  rw [e, h1, h2]
  linear_combination h3 / 2
```

The last theorem collects four facts for N ≥ 1: `rePower N` is harmonic, its total degree is exactly N, its average about the origin is Re ρ^N, and for ρ = 1 that average differs from the central value. The upper bound on the degree is direct. The lower bound comes from the mean value theorem itself, since a smaller degree would force the average and the central value to agree.

```lean
/-- Sharpness: for N ≥ 1, Re (x + iy)^N is harmonic of total degree N, its average over the N-gon
centred at the origin with vertex ρ is Re ρ^N, and for ρ = 1 this is not the central value. -/
theorem degree_bound_sharp {N : ℕ} (hN : 1 ≤ N) :
    laplacian (rePower N) = 0 ∧ (rePower N).totalDegree = N ∧
      (∀ ρ : ℂ, polygonAverage N (rePower N) 0 ρ = ((ρ ^ N).re : ℂ)) ∧
      polygonAverage N (rePower N) 0 1 ≠ valueAt (rePower N) 0 := by
  have hN0 : N ≠ 0 := by omega
  have havg : ∀ ρ : ℂ, polygonAverage N (rePower N) 0 ρ = ((ρ ^ N).re : ℂ) := by
    intro ρ
    have hω := Complex.isPrimitiveRoot_exp N hN0
    have hv : ∀ k, vertex N 0 ρ k ^ N = ρ ^ N := by
      intro k
      unfold vertex
      rw [zero_add, mul_pow, ← pow_mul, mul_comm k N, pow_mul, hω.pow_eq_one, one_pow, mul_one]
    simp only [polygonAverage, valueAt_rePower, hv, Finset.sum_const, Finset.card_range,
      nsmul_eq_mul]
    exact mul_div_cancel_left₀ _ (Nat.cast_ne_zero.2 hN0)
  have hne : polygonAverage N (rePower N) 0 1 ≠ valueAt (rePower N) 0 := by
    rw [havg, valueAt_rePower]
    simp [hN0]
  have hlin : ∀ c : ℂ, ((X 0 + C c * X 1 : MvPolynomial (Fin 2) ℂ) ^ N).totalDegree ≤ N := by
    intro c
    have h1 : (C c * X 1 : MvPolynomial (Fin 2) ℂ).totalDegree ≤ 1 :=
      (totalDegree_mul _ _).trans (by rw [totalDegree_C, totalDegree_X])
    have h2 : (X 0 + C c * X 1 : MvPolynomial (Fin 2) ℂ).totalDegree ≤ 1 :=
      (totalDegree_add _ _).trans (max_le (totalDegree_X _).le h1)
    exact (totalDegree_pow _ _).trans ((Nat.mul_le_mul_left N h2).trans_eq (mul_one N))
  have hle : (rePower N).totalDegree ≤ N := by
    refine (totalDegree_mul _ _).trans ?_
    rw [totalDegree_C, zero_add]
    exact (totalDegree_add _ _).trans (max_le (hlin _) (hlin _))
  -- a smaller degree would contradict the mean value property
  exact ⟨laplacian_rePower N, le_antisymm hle (not_lt.1 fun h =>
    hne (discrete_mean_value _ (laplacian_rePower N) h 0 1)), havg, hne⟩

end

end DiscreteMeanValue
```

```lean
#print axioms DiscreteMeanValue.discrete_mean_value
#print axioms DiscreteMeanValue.degree_bound_sharp
```

```
'DiscreteMeanValue.discrete_mean_value' depends on axioms: [propext, Classical.choice, Quot.sound]
'DiscreteMeanValue.degree_bound_sharp' depends on axioms: [propext, Classical.choice, Quot.sound]
```
